# A bound on the ground-level shift from a model potential in the ZORA kernel

An electron near a heavy nucleus can be described by the zeroth-order regular approximation (ZORA), in which the potential enters the kinetic energy through a kernel. One may put a simpler model potential $w$ there in place of the actual potential $v$, leaving the rest of the Hamiltonian alone. How far can the lowest level move? The problems below answer this for a one-electron Hamiltonian in a finite orthonormal basis, with $v,w\le 0$.

## Finite matrices for the ZORA Hamiltonian

In atomic units, $c$ is the speed of light and the kernel at potential $u$ is $k(u)=c^2/(2c^2-u)$, `zoraKernel` in Lean.

```lean
import Mathlib

open Matrix
open scoped ComplexOrder

namespace ZoraModelPotential

noncomputable section

variable {m n : Type*} [Fintype m] [DecidableEq m] [Fintype n]

/-- The ZORA kernel `c² / (2c² - u)` at a point where the potential is `u`,
for `u ≠ 2c²`. -/
def zoraKernel (c u : ℝ) : ℝ := c ^ 2 / (2 * c ^ 2 - u)
```

The index type `m` labels grid points together with the Cartesian components of $p$ or the spin components of $\sigma\cdot p$, and `n` labels basis functions. The rectangular matrix $B$ represents $p$ or $\sigma\cdot p$, with square roots of any positive quadrature weights absorbed. Then $T_u=B^\dagger\,\mathrm{diag}(k(u_i))\,B$.

```lean
/-- The ZORA kinetic energy matrix `Bᴴ diag(c² / (2c² - uᵢ)) B`, where `B` represents the
momentum operator and `uᵢ ≠ 2c²` are the values of the potential in the kernel. -/
def zoraT (c : ℝ) (u : m → ℝ) (B : Matrix m n ℂ) : Matrix n n ℂ :=
  Bᴴ * diagonal (fun i => (zoraKernel c (u i) : ℂ)) * B
```

The inner product $\langle f,g\rangle$ is `star f ⬝ᵥ g`, and `expect` takes the real part of $\langle f,Mf\rangle$.

```lean
/-- The real part of the quadratic form `⟨f, M f⟩`. -/
def expect (M : Matrix n n ℂ) (f : n → ℂ) : ℝ := (star f ⬝ᵥ (M *ᵥ f)).re
```

The lowest level is the least real eigenvalue.

```lean
/-- `E` is the least real eigenvalue of the matrix `H`. -/
def IsLowestEigenvalue (H : Matrix n n ℂ) (E : ℝ) : Prop :=
  IsLeast {e : ℝ | ∃ x : n → ℂ, x ≠ 0 ∧ H *ᵥ x = (e : ℂ) • x} E
```

The Hamiltonian is $A+T_u$, where the fixed Hermitian matrix $A$ holds everything outside the kernel, including the actual potential. Passing from these matrices to the differential operator in continuous space remains a separate step. There, for a point nucleus, a finite bound $d$ on $|v-w|$ requires $w$ to reproduce the Coulomb singularity of $v$.

## (a) Exact change of the kernel

For $v,w\ne 2c^2$, show that
$$k(w)-k(v)=\frac{w-v}{2c^2-w}\,k(v).$$

**Solution.** Over a common denominator, the left side is
$$\frac{c^2[(2c^2-v)-(2c^2-w)]}{(2c^2-w)(2c^2-v)}=\frac{w-v}{2c^2-w}\cdot\frac{c^2}{2c^2-v}.$$

```lean
/-- Changing the potential from `v` to `w`, both different from `2c²`, changes the ZORA kernel
by the fraction `(w - v) / (2c² - w)` of its old value. -/
theorem zoraKernel_sub {c v w : ℝ} (hv : 2 * c ^ 2 - v ≠ 0) (hw : 2 * c ^ 2 - w ≠ 0) :
    zoraKernel c w - zoraKernel c v = (w - v) / (2 * c ^ 2 - w) * zoraKernel c v := by
  unfold zoraKernel
  rw [div_sub_div _ _ hw hv, div_mul_div_comm]
  congr 1
  ring
```

## (b) Relative bound at one point

Let $c>0$, $v<2c^2$, $w\le0$ and $|v-w|\le d$. Show that
$$|k(w)-k(v)|\le\frac{d}{2c^2}\,k(v).$$

**Solution.** Here $k(v)\ge0$ and $2c^2-w\ge2c^2>0$. Take absolute values in (a), then bound the numerator by $d$ and the denominator from below by $2c^2$; `div_le_div₀` does both.

No positive upper limit on $w$ can replace $w\le0$: for $v=0$ and $0<w=d<2c^2$, the relative change is $d/(2c^2-d)>d/(2c^2)$.

```lean
/-- If `v < 2c²`, `w ≤ 0` and the two potentials differ by at most `d`, the ZORA kernel
changes by at most the fraction `d / (2c²)` of its value at `v`. -/
theorem abs_zoraKernel_sub_le {c v w d : ℝ} (hc : 0 < c) (hv : v < 2 * c ^ 2) (hw : w ≤ 0)
    (hd : |v - w| ≤ d) :
    |zoraKernel c w - zoraKernel c v| ≤ d / (2 * c ^ 2) * zoraKernel c v := by
  have hc2 : 0 < 2 * c ^ 2 := by positivity
  have hw' : 0 < 2 * c ^ 2 - w := by linarith
  have hv' : 0 < 2 * c ^ 2 - v := by linarith
  have hk : 0 ≤ zoraKernel c v := div_nonneg (sq_nonneg c) hv'.le
  rw [zoraKernel_sub hv'.ne' hw'.ne', abs_mul, abs_of_nonneg hk, abs_div, abs_of_pos hw',
    abs_sub_comm w v]
  exact mul_le_mul_of_nonneg_right
    (div_le_div₀ ((abs_nonneg _).trans hd) hd hc2 (by linarith)) hk
```

## (c) Kinetic energy as a weighted sum

Show that
$$\langle f,T_uf\rangle=\sum_i k(u_i)\,|(Bf)_i|^2.$$

**Solution.** Move $B^\dagger$ onto the bra: $\langle f,T_uf\rangle=\langle Bf,\mathrm{diag}(k(u_i))Bf\rangle$. Written in components, this is the real sum above. `Complex.normSq` is the squared modulus.

```lean
/-- The ZORA kinetic energy form is real: it is the sum of `|(B f)ᵢ|²` weighted with the
kernel. -/
theorem zoraT_form (c : ℝ) (u : m → ℝ) (B : Matrix m n ℂ) (f : n → ℂ) :
    star f ⬝ᵥ (zoraT c u B *ᵥ f) =
      ((∑ i, zoraKernel c (u i) * Complex.normSq ((B *ᵥ f) i) : ℝ) : ℂ) := by
  unfold zoraT
  -- move the left factor `Bᴴ` onto the bra
  rw [← Matrix.mulVec_mulVec, ← Matrix.mulVec_mulVec, Matrix.dotProduct_mulVec,
    ← Matrix.star_mulVec, Complex.ofReal_sum]
  simp only [dotProduct, Matrix.mulVec_diagonal, Pi.star_apply]
  refine Finset.sum_congr rfl fun i _ => ?_
  rw [Complex.ofReal_mul, ← Complex.mul_conj, starRingEnd_apply]
  ring
```

## (d) Bound for every vector

With the conditions of (b) at each $i$, show that
$$|\langle f,(T_w-T_v)f\rangle|\le\frac{d}{2c^2}\langle f,T_vf\rangle.$$

**Solution.** By (c), the triangle inequality and (b),
$$\Big|\sum_i[k(w_i)-k(v_i)]\,|(Bf)_i|^2\Big|\le\frac{d}{2c^2}\sum_i k(v_i)\,|(Bf)_i|^2.$$

```lean
/-- If `vᵢ < 2c²`, `wᵢ ≤ 0` and `|vᵢ - wᵢ| ≤ d`, then replacing `v` by `w` in the kernel changes
the ZORA kinetic energy of any `f` by at most the fraction `d / (2c²)`. -/
theorem zoraT_form_sub_le {c d : ℝ} {v w : m → ℝ} (hc : 0 < c) (hv : ∀ i, v i < 2 * c ^ 2)
    (hw : ∀ i, w i ≤ 0) (hd : ∀ i, |v i - w i| ≤ d) (B : Matrix m n ℂ) (f : n → ℂ) :
    ‖star f ⬝ᵥ ((zoraT c w B - zoraT c v B) *ᵥ f)‖ ≤
      d / (2 * c ^ 2) * expect (zoraT c v B) f := by
  unfold expect
  rw [Matrix.sub_mulVec, dotProduct_sub, zoraT_form, zoraT_form, ← Complex.ofReal_sub,
    Complex.norm_real, Real.norm_eq_abs, Complex.ofReal_re, ← Finset.sum_sub_distrib,
    Finset.mul_sum]
  -- compare the two sums point by point
  refine (Finset.abs_sum_le_sum_abs _ _).trans (Finset.sum_le_sum fun i _ => ?_)
  rw [← sub_mul, abs_mul, abs_of_nonneg (Complex.normSq_nonneg _), ← mul_assoc]
  exact mul_le_mul_of_nonneg_right (abs_zoraKernel_sub_le hc (hv i) (hw i) (hd i))
    (Complex.normSq_nonneg _)
```

## (e) Variational principle

Let $H$ be Hermitian with lowest eigenvalue $E$, and let $\langle f,f\rangle=1$. Show that $E\le\langle f,Hf\rangle$.

**Solution.** If $(H-E)x=\mu x$ with $x\neq0$, then $Hx=(\mu+E)x$, so $\mu+E\ge E$ and $\mu\ge0$. By the spectral theorem $H-E$ is positive semidefinite, hence $0\le\langle f,(H-E)f\rangle=\langle f,Hf\rangle-E$.

```lean
/-- Variational principle: the lowest eigenvalue of a Hermitian matrix is at most its
expectation value in any unit vector. -/
theorem lowest_le_expect {H : Matrix n n ℂ} (hH : H.IsHermitian) {E : ℝ}
    (hE : IsLowestEigenvalue H E) {f : n → ℂ} (hf : star f ⬝ᵥ f = 1) : E ≤ expect H f := by
  classical
  have hK : (H - (E : ℂ) • (1 : Matrix n n ℂ)).IsHermitian := by
    refine hH.sub ?_
    rw [Matrix.IsHermitian, Matrix.conjTranspose_smul, Matrix.conjTranspose_one]
    simp
  -- every eigenvalue of `H - E` is nonnegative because `E` is the lowest one of `H`
  have hpos : (H - (E : ℂ) • (1 : Matrix n n ℂ)).PosSemidef := by
    rw [hK.posSemidef_iff_eigenvalues_nonneg]
    intro j
    change (0 : ℝ) ≤ hK.eigenvalues j
    have hj := hK.mulVec_eigenvectorBasis j
    have hne : (hK.eigenvectorBasis j).ofLp ≠ 0 := fun h =>
      hK.eigenvectorBasis.orthonormal.ne_zero j (PiLp.ext fun i => congrFun h i)
    rw [Matrix.sub_mulVec, Matrix.smul_mulVec, Matrix.one_mulVec] at hj
    have hle : E ≤ hK.eigenvalues j + E := by
      refine hE.2 ⟨_, hne, ?_⟩
      rw [sub_eq_iff_eq_add.mp hj]
      funext i
      simp [add_mul]
    linarith
  have h := hpos.dotProduct_mulVec_nonneg f
  rw [Matrix.sub_mulVec, Matrix.smul_mulVec, Matrix.one_mulVec, dotProduct_sub,
    dotProduct_smul, hf] at h
  have h2 := (Complex.le_def.mp h).1
  simp only [Complex.zero_re, Complex.sub_re, smul_eq_mul, mul_one, Complex.ofReal_re] at h2
  unfold expect
  linarith
```

## (f) Hermiticity of the kinetic matrix

Show that $T_u^\dagger=T_u$.

**Solution.** With $D=\mathrm{diag}(k(u_i))$ real, $(B^\dagger DB)^\dagger=B^\dagger D^\dagger B=B^\dagger DB$.

```lean
omit [Fintype n] in
/-- The ZORA kinetic energy matrix is Hermitian. -/
theorem zoraT_isHermitian (c : ℝ) (u : m → ℝ) (B : Matrix m n ℂ) :
    (zoraT c u B).IsHermitian := by
  refine Matrix.isHermitian_conjTranspose_mul_mul B ?_
  rw [Matrix.IsHermitian, Matrix.diagonal_conjTranspose]
  exact congrArg diagonal (funext fun i => Complex.conj_ofReal _)
```

## (g) An old eigenvector as trial vector

Keep the conditions of (d). Let $(A+T_v)f=Ef$ with $\langle f,f\rangle=1$, and let $E_w$ be the lowest eigenvalue of $A+T_w$. Show that
$$E_w\le E+\frac{d}{2c^2}\langle f,T_vf\rangle.$$

**Solution.** By (e) and (f),
$$E_w\le\langle f,(A+T_w)f\rangle=E+\langle f,(T_w-T_v)f\rangle,$$
and (d) bounds the last term. In Lean, `h1` is the inequality, `h2` is $\langle f,(A+T_v)f\rangle=E$, which gives the equality, and `h3` is the bound from (d); `linarith` combines them.

```lean
/-- Let `A` be Hermitian, `vᵢ < 2c²`, `wᵢ ≤ 0` and `|vᵢ - wᵢ| ≤ d`. The lowest eigenvalue of
`A + T_w` exceeds any eigenvalue `E` of `A + T_v` by at most `d / (2c²)` times the kinetic energy
`⟨f, T_v f⟩` of a unit eigenvector `f` belonging to `E`. -/
theorem lowest_le_eigenvalue_add {c d : ℝ} {v w : m → ℝ} (hc : 0 < c)
    (hv : ∀ i, v i < 2 * c ^ 2) (hw : ∀ i, w i ≤ 0) (hd : ∀ i, |v i - w i| ≤ d)
    {A : Matrix n n ℂ} (hA : A.IsHermitian) (B : Matrix m n ℂ) {E Ew : ℝ} {f : n → ℂ}
    (hf : star f ⬝ᵥ f = 1) (hEf : (A + zoraT c v B) *ᵥ f = (E : ℂ) • f)
    (hEw : IsLowestEigenvalue (A + zoraT c w B) Ew) :
    Ew ≤ E + d / (2 * c ^ 2) * expect (zoraT c v B) f := by
  -- `f` is a trial vector for the Hamiltonian with the model potential
  have h1 := lowest_le_expect (hA.add (zoraT_isHermitian c w B)) hEw hf
  have h2 : expect (A + zoraT c v B) f = E := by
    rw [expect, hEf, dotProduct_smul, hf, smul_eq_mul, mul_one, Complex.ofReal_re]
  have h3 := (Complex.re_le_norm _).trans (zoraT_form_sub_le hc hv hw hd B f)
  rw [Matrix.sub_mulVec, dotProduct_sub, Complex.sub_re] at h3
  unfold expect at h1 h2 h3 ⊢
  rw [Matrix.add_mulVec, dotProduct_add, Complex.add_re] at h1 h2
  linarith
```

## (h) Two-sided shift of the ground level

Now let $v_i,w_i\le0$, and let $f,g$ be unit ground states of $A+T_v$ and $A+T_w$, with energies $E_v,E_w$. Show that
$$E_w-E_v\le\frac{d}{2c^2}\langle f,T_vf\rangle,\qquad E_v-E_w\le\frac{d}{2c^2}\langle g,T_wg\rangle.$$

**Solution.** Apply (g) with $E=E_v$, then again with $v$ and $w$ exchanged.

For a finite one-electron calculation with $A$ fixed, this limits the error in the lowest orbital energy. Once $d$ is known, the model calculation alone supplies only the second bound.

A model with a non-orthonormal basis would use $Hx=ESx$, with positive definite overlap $S$. Substituting $x=S^{-1/2}y$ restores the present setting, so the bounds keep their form for vectors with $\langle x,Sx\rangle=1$.

```lean
/-- Let `A` be Hermitian and let `v, w ≤ 0` differ by at most `d` everywhere. Replacing `v` by `w`
in the ZORA kernel raises the lowest eigenvalue by at most `d / (2c²)` times the kinetic energy of
the old ground state `f`, and lowers it by at most `d / (2c²)` times that of the new one, `g`, where
`f` and `g` are unit vectors. -/
theorem zora_ground_level_shift {c d : ℝ} {v w : m → ℝ} (hc : 0 < c)
    (hv : ∀ i, v i ≤ 0) (hw : ∀ i, w i ≤ 0) (hd : ∀ i, |v i - w i| ≤ d)
    {A : Matrix n n ℂ} (hA : A.IsHermitian) (B : Matrix m n ℂ) {Ev Ew : ℝ} {f g : n → ℂ}
    (hEv : IsLowestEigenvalue (A + zoraT c v B) Ev)
    (hEw : IsLowestEigenvalue (A + zoraT c w B) Ew)
    (hf : star f ⬝ᵥ f = 1) (hEf : (A + zoraT c v B) *ᵥ f = (Ev : ℂ) • f)
    (hg : star g ⬝ᵥ g = 1) (hEg : (A + zoraT c w B) *ᵥ g = (Ew : ℂ) • g) :
    Ew - Ev ≤ d / (2 * c ^ 2) * expect (zoraT c v B) f ∧
      Ev - Ew ≤ d / (2 * c ^ 2) * expect (zoraT c w B) g := by
  have hc2 : 0 < 2 * c ^ 2 := by positivity
  have h1 := lowest_le_eigenvalue_add hc (fun i => (hv i).trans_lt hc2) hw hd hA B hf hEf hEw
  have h2 := lowest_le_eigenvalue_add hc (fun i => (hw i).trans_lt hc2) hv
    (fun i => by rw [abs_sub_comm]; exact hd i) hA B hg hEg hEv
  constructor <;> linarith
```

## (i) A case of equality

For $c>0$, $d\ge0$ and constant potentials $v_i=-d$, $w_i=0$, show that the bound in (d) is attained for every $f$:
$$\langle f,T_0f\rangle-\langle f,T_{-d}f\rangle=\frac{d}{2c^2}\langle f,T_{-d}f\rangle.$$

**Solution.** Part (a) gives $k(0)-k(-d)=\frac{d}{2c^2}k(-d)$. Multiply by $|(Bf)_i|^2$ and sum using (c).

```lean
/-- The factor `d / (2c²)` is sharp: for `c > 0` and `d ≥ 0`, going from the constant potential
`-d` to zero in the kernel raises the kinetic energy of every `f` by exactly this fraction. -/
theorem zoraT_shift_sharp {c d : ℝ} (hc : 0 < c) (hd : 0 ≤ d) (B : Matrix m n ℂ) (f : n → ℂ) :
    expect (zoraT c (fun _ => 0) B) f - expect (zoraT c (fun _ => -d) B) f =
      d / (2 * c ^ 2) * expect (zoraT c (fun _ => -d) B) f := by
  have hc2 : 0 < 2 * c ^ 2 := by positivity
  have h := zoraKernel_sub (c := c) (v := -d) (w := 0) (by linarith) (by linarith)
  rw [sub_neg_eq_add, zero_add, sub_zero] at h
  unfold expect
  rw [zoraT_form, zoraT_form, Complex.ofReal_re, Complex.ofReal_re, ← Finset.sum_sub_distrib,
    Finset.mul_sum]
  refine Finset.sum_congr rfl fun i _ => ?_
  rw [← sub_mul, h, mul_assoc]

end

end ZoraModelPotential
```

```lean
#print axioms ZoraModelPotential.zora_ground_level_shift
#print axioms ZoraModelPotential.zoraT_shift_sharp
```

```
'ZoraModelPotential.zora_ground_level_shift' depends on axioms: [propext, Classical.choice, Quot.sound]
'ZoraModelPotential.zoraT_shift_sharp' depends on axioms: [propext, Classical.choice, Quot.sound]
```
